# The double-commutator sum rule for a finite set of energy levels

To relate the transitions out of an energy level to a commutator of position and energy, we represent the position operator by a Hermitian matrix $X$ on finitely many levels and write the Hamiltonian $H$ in its own eigenbasis, with real energies $E_m$ on the diagonal. The sum rule then reads

$$[X,[H,X]]_{nn} = 2\sum_m (E_m-E_n)\,|X_{mn}|^2 .$$

For one electron in a semiconductor model with finitely many levels, half of this diagonal element is the total energy-weighted strength of the transitions from level $n$, with downward transitions counted negatively. The theorems do not cover an infinite crystal, where the position operator is unbounded and the Bloch states are not normalisable. For a particle of mass $\mu$ in a local potential, with $X$ one Cartesian component of the position operator, the double commutator is formally the constant $\hbar^2/\mu$. Finite matrices cannot reproduce this constant on all levels, because the trace of their double commutator is zero.

## From matrix elements to transition strengths

Since $H$ is diagonal, $[H,X]_{ab}=(E_a-E_b)X_{ab}$. A second commutator gives

$$[X,[H,X]]_{ab}=\sum_m\big(X_{am}(E_m-E_b)X_{mb}-(E_a-E_m)X_{am}X_{mb}\big)=\sum_m(2E_m-E_a-E_b)X_{am}X_{mb}.$$

Set $a=b=n$. Hermiticity gives $X_{nm}=\overline{X_{mn}}$, so the product is $|X_{mn}|^2$ and the sum rule follows.

With $\hbar=1$ the velocity is $v=i[H,X]$, hence $|v_{mn}|^2=(E_m-E_n)^2|X_{mn}|^2$. Levels with $E_m=E_n$ contribute nothing to the sum rule, and for the others we may divide:

$$[X,[H,X]]_{nn}=2\sum_{E_m\ne E_n}\frac{|v_{mn}|^2}{E_m-E_n}.$$

In $k\cdot p$ perturbation theory, the interband term in the inverse effective mass of a non-degenerate band is a sum of this shape with the opposite sign: its denominators are $E_n-E_m$, and its velocity elements connect Bloch states of the same wave vector. The namespace `EffectiveMassSumRule` alludes to this term; no effective mass is derived here.

Now sum over a set $S$ of occupied levels. The part with both levels in $S$ is $2T$, where

$$T=\sum_{n,m\in S}(E_m-E_n)|X_{mn}|^2 .$$

Exchanging the names $n$ and $m$ and using $|X_{nm}|=|X_{mn}|$ gives $T=-T$, so $T=0$. Only transitions from $S$ to its complement remain. If $S$ contains every level, the complement is empty and the trace of the double commutator vanishes.

## Hamiltonian, commutator and velocity as matrices

The finite type `ι` labels the levels.

In Lean 4 with Mathlib:

```lean
import Mathlib

open Matrix

namespace EffectiveMassSumRule

noncomputable section

variable {ι : Type*} [Fintype ι] [DecidableEq ι]
```

The function `E` assigns a real energy to each label. Degeneracies are allowed, and no ordering is assumed.

```lean
/-- The Hamiltonian with real energy levels `E`, written in its own eigenbasis. -/
def levelHamiltonian (E : ι → ℝ) : Matrix ι ι ℂ :=
  Matrix.diagonal (fun i => (E i : ℂ))
```

The commutator is the ordinary difference of matrix products.

```lean
/-- The commutator `[A, B] = AB - BA` of two matrices. -/
def comm (A B : Matrix ι ι ℂ) : Matrix ι ι ℂ := A * B - B * A
```

The velocity carries the factor $i$ and the convention $\hbar=1$.

```lean
/-- The velocity matrix `i[H, X]` belonging to the position matrix `X`, in units with `ħ = 1`. -/
def velocity (E : ι → ℝ) (X : Matrix ι ι ℂ) : Matrix ι ι ℂ :=
  Complex.I • comm (levelHamiltonian E) X
```

## Entries of the two commutators

Multiplication by a diagonal matrix scales rows from the left and columns from the right, which gives the energy difference.

```lean
/-- Each matrix element of `[H, X]` is the element of `X` times the difference of the two
energies. -/
theorem comm_level_apply (E : ι → ℝ) (X : Matrix ι ι ℂ) (a b : ι) :
    comm (levelHamiltonian E) X a b = ((E a : ℂ) - E b) * X a b := by
  rw [comm, levelHamiltonian, Matrix.sub_apply, Matrix.diagonal_mul, Matrix.mul_diagonal]
  ring
```

The next proof merges the two matrix products into one sum over `m`, compares it term by term and inserts the previous result twice. Neither theorem needs `X` to be Hermitian.

```lean
/-- Every matrix element of the double commutator `[X, [H, X]]` is a sum over intermediate
levels, for an arbitrary matrix `X`. -/
theorem double_comm_apply (E : ι → ℝ) (X : Matrix ι ι ℂ) (a b : ι) :
    comm X (comm (levelHamiltonian E) X) a b
      = ∑ m, (2 * (E m : ℂ) - E a - E b) * (X a m * X m b) := by
  rw [comm, Matrix.sub_apply, Matrix.mul_apply, Matrix.mul_apply, ← Finset.sum_sub_distrib]
  refine Finset.sum_congr rfl fun m _ => ?_
  rw [comm_level_apply, comm_level_apply]
  ring
```

## The sum rule in position and velocity form

Hermiticity enters as `hX`. The local statement `h` turns $X_{nm}X_{mn}$ into a squared modulus, and `linear_combination` multiplies it by the energy factor. The right-hand side is a real number regarded as a complex one, so the theorem also says that the diagonal element is real.

```lean
/-- The sum rule: for Hermitian `X`, the diagonal element of `[X, [H, X]]` in level `n` is twice
the sum of `|X_mn|²` weighted by the transition energies `E_m - E_n`. -/
theorem double_comm_sum_rule (E : ι → ℝ) {X : Matrix ι ι ℂ} (hX : X.IsHermitian) (n : ι) :
    comm X (comm (levelHamiltonian E) X) n n
      = ((2 * ∑ m, (E m - E n) * ‖X m n‖ ^ 2 : ℝ) : ℂ) := by
  rw [double_comm_apply]
  push_cast
  rw [Finset.mul_sum]
  refine Finset.sum_congr rfl fun m _ => ?_
  -- Hermiticity turns the product of the two elements into a squared modulus
  have h : X n m * X m n = (‖X m n‖ : ℂ) ^ 2 := by
    rw [← hX.apply n m, Complex.star_def, Complex.conj_mul']
  linear_combination (2 * (E m : ℂ) - 2 * E n) * h
```

The velocity relation follows by taking norms, with $|i|=1$.

```lean
/-- The squared modulus of a velocity matrix element is that of the position element times the
square of the transition energy. -/
theorem velocity_norm_sq (E : ι → ℝ) (X : Matrix ι ι ℂ) (m n : ι) :
    ‖velocity E X m n‖ ^ 2 = (E m - E n) ^ 2 * ‖X m n‖ ^ 2 := by
  have h : velocity E X m n = Complex.I * (((E m - E n : ℝ) : ℂ) * X m n) := by
    rw [velocity, Matrix.smul_apply, comm_level_apply, smul_eq_mul, Complex.ofReal_sub]
  rw [h, norm_mul, norm_mul, Complex.norm_I, Complex.norm_real, one_mul, mul_pow,
    Real.norm_eq_abs, sq_abs]
```

The velocity form restricts the sum to `E m ≠ E n`. Its proof extends that sum to all levels, with zero for the excluded ones, and treats the two cases separately; the denominator is cancelled only where it is non-zero.

```lean
/-- The sum rule in velocity form: for Hermitian `X`, the diagonal element of `[X, [H, X]]` in
level `n` is twice the sum of `|v_mn|² / (E_m - E_n)` over the levels `m` whose energy differs
from `E_n`. -/
theorem velocity_sum_rule (E : ι → ℝ) {X : Matrix ι ι ℂ} (hX : X.IsHermitian) (n : ι) :
    comm X (comm (levelHamiltonian E) X) n n
      = ((2 * ∑ m with E m ≠ E n, ‖velocity E X m n‖ ^ 2 / (E m - E n) : ℝ) : ℂ) := by
  have h : ∑ m, (E m - E n) * ‖X m n‖ ^ 2
      = ∑ m with E m ≠ E n, ‖velocity E X m n‖ ^ 2 / (E m - E n) := by
    rw [Finset.sum_filter]
    refine Finset.sum_congr rfl fun m _ => ?_
    by_cases hm : E m = E n
    · -- levels degenerate with `n` carry no weight
      simp [hm]
    · have hd : E m - E n ≠ 0 := sub_ne_zero.2 hm
      rw [if_pos hm, velocity_norm_sq]
      field_simp
  rw [double_comm_sum_rule E hX n, h]
```

## Cancellation among occupied levels

Here `anti` is the sign reversal under exchange of the two levels. `Finset.sum_comm` exchanges the order of summation, and `linarith` concludes from $T=-T$ that $T=0$.

```lean
omit [Fintype ι] [DecidableEq ι] in
/-- For Hermitian `X`, the energy-weighted transitions between levels of one and the same set `S`
cancel in pairs. -/
theorem transitions_within_cancel (E : ι → ℝ) {X : Matrix ι ι ℂ} (hX : X.IsHermitian)
    (S : Finset ι) :
    ∑ n ∈ S, ∑ m ∈ S, (E m - E n) * ‖X m n‖ ^ 2 = 0 := by
  -- exchanging initial and final level reverses the sign
  have anti : ∀ m n, (E m - E n) * ‖X m n‖ ^ 2 = -((E n - E m) * ‖X n m‖ ^ 2) := by
    intro m n
    have hn : ‖X m n‖ = ‖X n m‖ := by
      rw [← hX.apply m n, norm_star]
    rw [hn]
    ring
  have h : ∑ n ∈ S, ∑ m ∈ S, (E m - E n) * ‖X m n‖ ^ 2
      = -∑ n ∈ S, ∑ m ∈ S, (E m - E n) * ‖X m n‖ ^ 2 := by
    calc ∑ n ∈ S, ∑ m ∈ S, (E m - E n) * ‖X m n‖ ^ 2
        = ∑ n ∈ S, ∑ m ∈ S, -((E n - E m) * ‖X n m‖ ^ 2) :=
          Finset.sum_congr rfl fun n _ => Finset.sum_congr rfl fun m _ => anti m n
      _ = -∑ n ∈ S, ∑ m ∈ S, (E n - E m) * ‖X n m‖ ^ 2 := by
          simp only [Finset.sum_neg_distrib]
      _ = -∑ n ∈ S, ∑ m ∈ S, (E m - E n) * ‖X m n‖ ^ 2 := by
          rw [Finset.sum_comm]
  linarith
```

The set `S` is arbitrary: it need not hold the lowest levels, and there are no thermal occupations. The proof splits the sum over final levels into `S` and its complement `Sᶜ`, then removes the first part by the cancellation.

```lean
/-- The sum rule for a set `S` of occupied levels: for Hermitian `X`, the diagonal elements of
`[X, [H, X]]` summed over `S` contain only transitions from `S` to levels outside `S`. -/
theorem occupied_sum_rule (E : ι → ℝ) {X : Matrix ι ι ℂ} (hX : X.IsHermitian)
    (S : Finset ι) :
    ∑ n ∈ S, comm X (comm (levelHamiltonian E) X) n n
      = ((2 * ∑ n ∈ S, ∑ m ∈ Sᶜ, (E m - E n) * ‖X m n‖ ^ 2 : ℝ) : ℂ) := by
  -- split the final levels into occupied and empty ones
  have h : ∑ n ∈ S, ∑ m, (E m - E n) * ‖X m n‖ ^ 2
      = ∑ n ∈ S, ∑ m ∈ Sᶜ, (E m - E n) * ‖X m n‖ ^ 2 := by
    rw [Finset.sum_congr rfl fun n _ =>
      (Finset.sum_add_sum_compl S fun m => (E m - E n) * ‖X m n‖ ^ 2).symm,
      Finset.sum_add_distrib, transitions_within_cancel E hX S, zero_add]
  rw [Finset.sum_congr rfl fun n _ => double_comm_sum_rule E hX n, ← Complex.ofReal_sum,
    ← Finset.mul_sum, h]
```

## Two coupled levels

Take levels $0$ and $1$ with energies $0$ and $\Delta$, and let the only non-zero position elements be $X_{01}=X_{10}=d$, with $d$ real. The sum rule gives $2\Delta d^2$ for level $0$ and $-2\Delta d^2$ for level $1$. The off-diagonal entries vanish because each product $X_{0m}X_{m1}$ or $X_{1m}X_{m0}$ contains a diagonal element of $X$. The proof checks the four entries in turn. For $\Delta d\neq 0$ the double commutator is non-zero, while its trace is zero.

```lean
/-- For two levels with energies `0` and `Δ`, coupled by a real position element `d`, the double
commutator is diagonal with entries `2Δd²` and `-2Δd²`. -/
theorem two_level_double_comm (Δ d : ℝ) :
    comm !![0, (d : ℂ); (d : ℂ), 0]
        (comm (levelHamiltonian ![0, Δ]) !![0, (d : ℂ); (d : ℂ), 0])
      = !![2 * (Δ : ℂ) * (d : ℂ) ^ 2, 0; 0, -(2 * (Δ : ℂ) * (d : ℂ) ^ 2)] := by
  ext i j
  rw [double_comm_apply, Fin.sum_univ_two]
  fin_cases i <;> fin_cases j <;> simp [-mul_eq_mul_left_iff] <;> ring

end

end EffectiveMassSumRule
```

```lean
#print axioms EffectiveMassSumRule.double_comm_sum_rule
-- 'EffectiveMassSumRule.double_comm_sum_rule' depends on axioms: [propext, Classical.choice, Quot.sound]
#print axioms EffectiveMassSumRule.velocity_sum_rule
-- 'EffectiveMassSumRule.velocity_sum_rule' depends on axioms: [propext, Classical.choice, Quot.sound]
#print axioms EffectiveMassSumRule.occupied_sum_rule
-- 'EffectiveMassSumRule.occupied_sum_rule' depends on axioms: [propext, Classical.choice, Quot.sound]
#print axioms EffectiveMassSumRule.two_level_double_comm
-- 'EffectiveMassSumRule.two_level_double_comm' depends on axioms: [propext, Classical.choice, Quot.sound]
```
